# Products over different subsets of an even number of Majorana operators differ in a commutation sign

Moving a product of distinct, mutually anticommuting Majorana operators, labelled by a finite set `S`, past the single operator `j` gives the sign `(-1)^|S|`, with an extra minus sign if `j` belongs to `S`. The lemma concerns only these signs: for two different subsets `S` and `T` of `2 * M` indices, some `j` makes the product of the two signs different from one, so the signs themselves differ. The proof assumes the contrary, which makes the product of the two membership signs the same for every `j`. Multiplying over the even number of indices shows that this common value is one. A case split on whether `j` lies in `S` and in `T` should then give `S = T`, a contradiction.

This version doesn't compile in Lean 4 with Mathlib:

```lean
import Mathlib

open Matrix

namespace ExistsSignNeOne

noncomputable section

/-- The sign that is `-1` if the index `j` belongs to `S` and `1` otherwise. -/
def memSign {k : ℕ} (S : Finset (Fin k)) (j : Fin k) : ℂ := if j ∈ S then -1 else 1

/-- The product of the membership signs over all indices is `(-1)^|S|`. -/
theorem prod_memSign {k : ℕ} (S : Finset (Fin k)) : ∏ i, memSign S i = (-1) ^ S.card := by
  simp [memSign, Finset.prod_ite_mem]

/-- For two different subsets `S` and `T` of an even number of indices, there is an index `j` for
which the signs `(-1)^|S| * memSign S j` and `(-1)^|T| * memSign T j` do not multiply to one. -/
theorem exists_sign_ne_one {M : ℕ} {S T : Finset (Fin (2 * M))} (hne : S ≠ T) :
    ∃ j, ((-1) ^ S.card * memSign S j) * ((-1) ^ T.card * memSign T j) ≠ 1 := by
  by_contra! h
  have hS := prod_memSign S
  have hT := prod_memSign T
  have hs : (-1 : ℂ) ^ S.card * (-1) ^ S.card = 1 := by rw [← mul_pow]; simp
  have ht : (-1 : ℂ) ^ T.card * (-1) ^ T.card = 1 := by rw [← mul_pow]; simp
  generalize (-1 : ℂ) ^ S.card = s at h hS hs
  generalize (-1 : ℂ) ^ T.card = t at h hT ht
  have hu : ∀ j, memSign S j * memSign T j = s * t := fun j => by
    linear_combination s * t * h j - memSign S j * memSign T j * (t * t * hs + ht)
  -- the common sign equals its own even power, hence is one
  have hst : s * t = 1 := by
    calc s * t = ∏ j, memSign S j * memSign T j := by rw [Finset.prod_mul_distrib, hS, hT]
      _ = (s * t) ^ (2 * M) := by
        simp only [hu, Finset.prod_const, Finset.card_univ, Fintype.card_fin]
      _ = 1 := by
        rw [pow_mul, show (s * t) ^ 2 = 1 by linear_combination t * t * hs + ht, one_pow]
  apply hne
  ext j
  have hj := hu j
  rw [hst] at hj
  by_cases h1 : j ∈ S <;> by_cases h2 : j ∈ T <;> norm_num [memSign, h1, h2] at hj ⊢

end

end ExistsSignNeOne
```

The compiler's answer:

```
Main.lean:40:50: error: No goals to be solved
Main.lean:40:50: error: No goals to be solved
```

Diagnosis. Both errors come from the final `norm_num [memSign, h1, h2] at hj ⊢`, which runs in all four cases of the split. It simplifies the hypothesis `hj` first and then the goal `⊢`. When `j` lies in exactly one of the two sets, `hj` says that `-1` equals `1`. `norm_num` reduces this to `False`, which already closes the goal. It then turns to `⊢`, finds nothing left, and reports "No goals to be solved". There are two such cases, hence two messages.

The repair treats the four cases separately. In the two mixed ones, `absurd hj` asks only for a proof that `hj` is false, and `norm_num` supplies it with no second location to visit. In the other two, the memberships agree, and `iff_of_true` or `iff_of_false` proves the equivalence directly from `h1` and `h2`. Those cases had raised no error, so their new proofs are mere tidying.

After these edits no error is left:

```diff
@@ -38,5 +38,9 @@
   have hj := hu j
   rw [hst] at hj
-  by_cases h1 : j ∈ S <;> by_cases h2 : j ∈ T <;> norm_num [memSign, h1, h2] at hj ⊢
+  by_cases h1 : j ∈ S <;> by_cases h2 : j ∈ T
+  · exact iff_of_true h1 h2
+  · exact absurd hj (by norm_num [memSign, h1, h2])
+  · exact absurd hj (by norm_num [memSign, h1, h2])
+  · exact iff_of_false h1 h2
 
 end
```
